# The two-step Adams–Bashforth method is unstable for the undamped oscillator at every nonzero step size

A bond that vibrates without friction keeps its energy for ever. In a simulation its motion is advanced in steps of length $h$, and the two-step Adams–Bashforth method is an inexpensive candidate: it is second-order accurate and needs one new force evaluation per step. How small must $h$ be for the computed vibration to stay bounded? For a single harmonic bond of angular frequency $\omega\neq0$, no nonzero $h$ is small enough. The method has a growing mode, and a trajectory that starts with nonzero energy and conserves it in the first step later exceeds every energy bound.

```lean
import Mathlib

open Complex ComplexConjugate

namespace AdamsBashforthOscillator

noncomputable section
```

## The method and the oscillator

For an equation of motion $y'=f(y)$ the method extrapolates from the two latest values of $f$:

$$y_{n+2}=y_{n+1}+h\left(\tfrac32 f(y_{n+1})-\tfrac12 f(y_n)\right).$$

The predicate `IsAB2 h f y` says that the sequence `y` obeys this rule for every $n\ge 0$. The space `E` may be any real vector space, and the two starting values $y_0,y_1$ are left free.

```lean
/-- The sequence `y` is produced by the two-step Adams-Bashforth method with step `h`
for the equation of motion `y' = f y`. -/
def IsAB2 {E : Type*} [AddCommGroup E] [Module ℝ E] (h : ℝ) (f : E → E) (y : ℕ → E) : Prop :=
  ∀ n, y (n + 2) = y (n + 1) + h • ((3 / 2 : ℝ) • f (y (n + 1)) - (1 / 2 : ℝ) • f (y n))
```

The oscillator has $x'=v$ and $v'=-\omega^2x$. Its state is the pair $(x,v)$, written `q` in Lean; the letter therefore stands for position and velocity together, not for a coordinate alone.

```lean
/-- The undamped oscillator `x' = v`, `v' = -ω² x` as a vector field on pairs `(x, v)`. -/
def oscillator (ω : ℝ) (q : ℝ × ℝ) : ℝ × ℝ := (q.2, -ω ^ 2 * q.1)
```

At unit mass the energy is $E=\tfrac12(v^2+\omega^2x^2)$. From here on $E$ means this energy, not the vector space `E` in `IsAB2`.

```lean
/-- The energy of the oscillator at unit mass. -/
def energy (ω : ℝ) (q : ℝ × ℝ) : ℝ := (q.2 ^ 2 + ω ^ 2 * q.1 ^ 2) / 2
```

Position and velocity combine into one complex number, $a=\omega x+iv$. The equations of motion give

$$a'=\omega v-i\omega^2x=-i\omega a,$$

so the exact motion is a rotation in the complex plane. In Lean, `⟨ω * q.1, q.2⟩` lists the real and imaginary parts of $a$.

```lean
/-- The complex amplitude `ω x + i v` of a phase-space point. -/
def amplitude (ω : ℝ) (q : ℝ × ℝ) : ℂ := ⟨ω * q.1, q.2⟩
```

Put $u=-h\omega$, so that $h a'=iu\,a$. The method becomes

$$a_{n+2}=\left(1+\tfrac32iu\right)a_{n+1}-\tfrac12iu\,a_n .$$

Trying $a_n=z^n$ with $z\ne0$ gives $z^2-(1+\tfrac32iu)z+\tfrac12iu=0$. A root with $|z|>1$ is a growing mode. The Lean `charPoly u` is this quadratic as a function of $z$, not the characteristic polynomial of a matrix.

```lean
/-- The characteristic polynomial `z² - (1 + 3iu/2) z + iu/2` of the method. -/
def charPoly (u : ℝ) (z : ℂ) : ℂ := z ^ 2 - (1 + 3 / 2 * I * u) * z + 1 / 2 * I * u
```

## What two roots in the unit disc would require

Suppose $|z|\le1$ and $|w|\le1$, and write $S=z+w$ and $P=zw$. Since $\bar S P=|z|^2w+|w|^2z$,

$$S-\bar S P=z(1-|w|^2)+w(1-|z|^2).$$

The triangle inequality gives

$$|S-\bar SP|\le |z|(1-|w|^2)+|w|(1-|z|^2)=(|z|+|w|)(1-|z||w|).$$

This is at most $1-|P|^2=(1+|z||w|)(1-|z||w|)$, because the difference of the two is

$$(1-|z||w|)(1-|z|)(1-|w|)\ge0 .$$

In the proof, `key` is the identity, `tri` the triangle inequality and `slack` the last product.

```lean
/-- Two numbers in the closed unit disc have a sum `s` and a product `p` with
`|s - s̄ p| ≤ 1 - |p|²`. -/
theorem disc_bound {z w : ℂ} (hz : ‖z‖ ≤ 1) (hw : ‖w‖ ≤ 1) :
    ‖(z + w) - conj (z + w) * (z * w)‖ ≤ 1 - ‖z * w‖ ^ 2 := by
  have hz0 := norm_nonneg z
  have hw0 := norm_nonneg w
  have hz2 : 0 ≤ 1 - ‖z‖ ^ 2 := by nlinarith
  have hw2 : 0 ≤ 1 - ‖w‖ ^ 2 := by nlinarith
  have key : (z + w) - conj (z + w) * (z * w)
      = z * ((1 - ‖w‖ ^ 2 : ℝ) : ℂ) + w * ((1 - ‖z‖ ^ 2 : ℝ) : ℂ) := by
    rw [map_add]
    push_cast
    linear_combination (-w) * Complex.conj_mul' z - z * Complex.conj_mul' w
  have tri := norm_add_le (z * ((1 - ‖w‖ ^ 2 : ℝ) : ℂ)) (w * ((1 - ‖z‖ ^ 2 : ℝ) : ℂ))
  rw [norm_mul, norm_mul, Complex.norm_real, Complex.norm_real,
    Real.norm_of_nonneg hz2, Real.norm_of_nonneg hw2] at tri
  rw [key, norm_mul]
  -- the slack is (1 - |z||w|)(1 - |z|)(1 - |w|)
  have hp : 0 ≤ 1 - ‖z‖ * ‖w‖ := by nlinarith
  have slack := mul_nonneg hp (mul_nonneg (sub_nonneg.2 hz) (sub_nonneg.2 hw))
  nlinarith [tri, slack]
```

## A root outside the disc

For the method, $S=1+\tfrac32iu$ and $P=\tfrac12iu$. Then

$$S-\bar SP=1-\tfrac34u^2+iu,\qquad 1-|P|^2=1-\tfrac14u^2 .$$

If both roots lay in the closed disc, the bound could be squared, since its left side is nonnegative. But

$$\left(1-\tfrac34u^2\right)^2+u^2-\left(1-\tfrac14u^2\right)^2=\tfrac12u^4>0$$

for $u\ne0$, which contradicts it. So at least one root lies outside.

The Lean proof first constructs the roots by the quadratic formula; its local `s` is a square root of the discriminant, not the sum of the roots. It then asks whether either root has modulus above 1, exchanging their names if necessary. The remaining case is the contradiction above, with `hS` and `hP` supplying the squares of the two moduli. The theorem returns both roots, because the dynamics will need the second one as well.

```lean
/-- For `u ≠ 0` the characteristic polynomial has roots `z` and `w`, given by their sum and
product, with `z` outside the closed unit disc. -/
theorem exists_root_pair {u : ℝ} (hu : u ≠ 0) :
    ∃ z w : ℂ, z + w = 1 + 3 / 2 * I * u ∧ z * w = 1 / 2 * I * u ∧ 1 < ‖z‖ := by
  obtain ⟨s, hs⟩ := IsAlgClosed.exists_pow_nat_eq
    ((1 + 3 / 2 * I * (u : ℂ)) ^ 2 - 4 * (1 / 2 * I * u)) (n := 2) two_pos
  obtain ⟨z, w, hsum, hprod⟩ :
      ∃ z w : ℂ, z + w = 1 + 3 / 2 * I * u ∧ z * w = 1 / 2 * I * u :=
    ⟨(1 + 3 / 2 * I * u + s) / 2, (1 + 3 / 2 * I * u - s) / 2, by ring,
      by linear_combination (-1 / 4) * hs⟩
  by_cases hz : 1 < ‖z‖
  · exact ⟨z, w, hsum, hprod, hz⟩
  by_cases hw : 1 < ‖w‖
  · exact ⟨w, z, by rw [add_comm, hsum], by rw [mul_comm, hprod], hw⟩
  -- with both roots in the disc, the squared disc bound would fail by u⁴ / 2
  exfalso
  have hb := disc_bound (not_lt.1 hz) (not_lt.1 hw)
  rw [hsum, hprod] at hb
  have hP : ‖(1 / 2 * I * u : ℂ)‖ ^ 2 = u ^ 2 / 4 := by
    rw [Complex.sq_norm, Complex.normSq_apply]
    simp
    ring
  have hc : conj (1 + 3 / 2 * I * u : ℂ) = 1 - 3 / 2 * I * u := by
    apply Complex.ext
    · rw [Complex.conj_re]
      simp
    · rw [Complex.conj_im]
      simp
  have hS : ‖(1 + 3 / 2 * I * u : ℂ) - conj (1 + 3 / 2 * I * u : ℂ) * (1 / 2 * I * u)‖ ^ 2
      = (1 - 3 * u ^ 2 / 4) ^ 2 + u ^ 2 := by
    rw [hc, Complex.sq_norm, Complex.normSq_apply]
    simp
    ring
  rw [hP] at hb
  have hsq := pow_le_pow_left₀ (norm_nonneg _) hb 2
  rw [hS] at hsq
  have hu4 : 0 < u ^ 4 := by positivity
  nlinarith [hsq, hu4]
```

Substituting $S=z+w$ and $P=zw$ turns the quadratic into $z^2-(z+w)z+zw=0$, so the number outside the disc is indeed a root. In words, the next theorem says that for every nonzero real $u$ some complex $z$ satisfies `charPoly u z = 0` and has modulus greater than 1. The sign of $u$ is immaterial.

```lean
/-- For every nonzero real `u` the characteristic polynomial has a root of modulus
greater than 1. -/
theorem exists_unstable_root {u : ℝ} (hu : u ≠ 0) : ∃ z : ℂ, charPoly u z = 0 ∧ 1 < ‖z‖ := by
  obtain ⟨z, w, hsum, hprod, hz⟩ := exists_root_pair hu
  refine ⟨z, ?_, hz⟩
  unfold charPoly
  rw [← hsum, ← hprod]
  ring
```

## No root on the unit circle

A growing mode matters only if the trajectory contains it. To show that it does, we need to know that the other root is not on the unit circle.

Let $z=\alpha+i\beta$ be a root with $\alpha^2+\beta^2=1$. The real and imaginary parts of the quadratic are

$$\alpha^2-\beta^2-\alpha+\tfrac32u\beta=0,\qquad 2\alpha\beta-\beta-\tfrac32u\alpha+\tfrac12u=0 .$$

Multiply the first by $\tfrac12(3\alpha-1)$, the second by $\tfrac32\beta$, and add. The terms in $u$ cancel. Replacing $\beta^2$ by $1-\alpha^2$ leaves

$$\tfrac12(\alpha-1)\left[(3\alpha-1)(2\alpha+1)-3(2\alpha-1)(\alpha+1)\right]=-(\alpha-1)^2=0 .$$

Hence $\alpha=1$ and $\beta=0$, and the imaginary part reduces to $-u=0$. The `linear_combination` that proves `hsq` contains these multipliers, with the overall sign reversed.

```lean
/-- A root of the characteristic polynomial on the unit circle occurs only for `u = 0`. -/
theorem eq_zero_of_root_on_circle {u : ℝ} {z : ℂ} (hz : charPoly u z = 0) (h1 : ‖z‖ = 1) :
    u = 0 := by
  have hr : z.re ^ 2 + z.im ^ 2 = 1 := by
    have h := Complex.sq_norm z
    rw [h1, Complex.normSq_apply] at h
    linear_combination -h
  have hre : z.re ^ 2 - z.im ^ 2 - z.re + 3 / 2 * u * z.im = 0 := by
    have h := congrArg Complex.re hz
    simp [charPoly, pow_two] at h
    linear_combination h
  have him : 2 * z.re * z.im - z.im - 3 / 2 * u * z.re + u / 2 = 0 := by
    have h := congrArg Complex.im hz
    simp [charPoly, pow_two] at h
    linear_combination h
  -- eliminating u leaves (Re z - 1)² = 0
  have hsq : (z.re - 1) ^ 2 = 0 := by
    linear_combination (-(3 * z.re - 1) / 2) * hre - (3 * z.im / 2) * him
      + ((3 * z.re - 2) / 2) * hr
  have ha : z.re = 1 := by
    have h := pow_eq_zero_iff (two_ne_zero) |>.1 hsq
    linarith
  have hb : z.im = 0 := by
    rw [ha] at hr
    exact pow_eq_zero_iff (two_ne_zero) |>.1 (by linarith)
  rw [ha, hb] at him
  linarith
```

## From the oscillator to the scalar recursion

Since $|a|^2=\omega^2x^2+v^2$, the energy is $E=\tfrac12|a|^2$. Unbounded energy and unbounded amplitude are therefore the same thing.

```lean
/-- The energy is half the squared modulus of the complex amplitude. -/
theorem energy_eq (ω : ℝ) (q : ℝ × ℝ) : energy ω q = ‖amplitude ω q‖ ^ 2 / 2 := by
  rw [Complex.sq_norm, Complex.normSq_apply]
  simp only [energy, amplitude]
  ring
```

Written out in components, the method reads

$$x_{n+2}=x_{n+1}+h\left(\tfrac32v_{n+1}-\tfrac12v_n\right),$$
$$v_{n+2}=v_{n+1}-h\omega^2\left(\tfrac32x_{n+1}-\tfrac12x_n\right).$$

Multiplying the first line by $\omega$ and the second by $i$ and adding gives the recursion for $a_n$ with $u=-h\omega$. Lean does the same: `hx` and `hv` are the two component equations, and `Complex.ext` compares real and imaginary parts.

```lean
/-- Along an Adams-Bashforth trajectory of the oscillator, the complex amplitude obeys the
scalar recursion belonging to the characteristic polynomial at `u = -hω`. -/
theorem amplitude_recursion {h ω : ℝ} {q : ℕ → ℝ × ℝ} (hq : IsAB2 h (oscillator ω) q) (n : ℕ) :
    amplitude ω (q (n + 2)) = (1 + 3 / 2 * I * ((-(h * ω) : ℝ) : ℂ)) * amplitude ω (q (n + 1))
      - 1 / 2 * I * ((-(h * ω) : ℝ) : ℂ) * amplitude ω (q n) := by
  have hx := congrArg Prod.fst (hq n)
  have hv := congrArg Prod.snd (hq n)
  simp only [oscillator, Prod.fst_add, Prod.smul_fst, Prod.fst_sub, smul_eq_mul] at hx
  simp only [oscillator, Prod.snd_add, Prod.smul_snd, Prod.snd_sub, smul_eq_mul] at hv
  apply Complex.ext
  · simp [amplitude]
    linear_combination ω * hx
  · simp [amplitude]
    linear_combination hv
```

## The energy exceeds every bound

Let $z$ and $w$ be the two roots, with $|z|>1$. The recursion is $a_{n+2}=(z+w)a_{n+1}-zw\,a_n$, so

$$a_{n+2}-wa_{n+1}=z\,(a_{n+1}-wa_n),$$

and by induction

$$a_{n+1}-wa_n=z^n d,\qquad d=a_1-wa_0 .$$

The first step is assumed to conserve energy, so $|a_1|=|a_0|$, and the initial energy is assumed positive, so $a_0\neq0$. If $d$ were zero, then $|a_1|=|w||a_0|$ would force $|w|=1$, which is impossible for $u\ne0$. Hence $d\neq0$.

Now suppose $E_n\le C$ for all $n$. Then $|a_n|\le\tfrac12(1+|a_n|^2)\le C+\tfrac12\le 2C+1$, where $C\ge E_0>0$, and

$$|z|^n|d|\le|a_{n+1}|+|w||a_n|\le(1+|w|)(2C+1)$$

for every $n$. The left side grows without limit, a contradiction. In the code, `hgeo` is the induction, `hd` says $d\ne0$, and `hbound` is the bound on the amplitude.

The conclusion `∃ n, C < energy ω (q n)`, for every real `C`, says that the energy is unbounded; it does not say that the energy rises at each step. The hypothesis `h1` holds when the first step is taken from the exact solution; an approximate starting procedure need not satisfy it exactly. The argument uses it only to secure $a_1\neq wa_0$, which excludes a start lying entirely in the mode $w$.

```lean
/-- At every nonzero step and frequency, an Adams-Bashforth trajectory of the oscillator with
nonzero initial energy and an energy-conserving first step exceeds every energy bound. -/
theorem energy_unbounded {h ω : ℝ} (hh : h ≠ 0) (hω : ω ≠ 0) {q : ℕ → ℝ × ℝ}
    (hq : IsAB2 h (oscillator ω) q) (h0 : 0 < energy ω (q 0))
    (h1 : energy ω (q 1) = energy ω (q 0)) (C : ℝ) : ∃ n, C < energy ω (q n) := by
  have hu : -(h * ω) ≠ 0 := neg_ne_zero.2 (mul_ne_zero hh hω)
  obtain ⟨z, w, hsum, hprod, hz⟩ := exists_root_pair hu
  have hrec := amplitude_recursion hq
  rw [← hsum, ← hprod] at hrec
  -- removing the mode w leaves pure geometric growth with factor z
  have hgeo : ∀ n, amplitude ω (q (n + 1)) - w * amplitude ω (q n)
      = z ^ n * (amplitude ω (q 1) - w * amplitude ω (q 0)) := by
    intro n
    induction n with
    | zero => simp
    | succ n ih =>
      rw [pow_succ]
      linear_combination hrec n + z * ih
  -- the growing mode is present, since w is not on the unit circle
  have hd : amplitude ω (q 1) - w * amplitude ω (q 0) ≠ 0 := by
    intro hd
    rw [energy_eq] at h0
    rw [energy_eq, energy_eq, sub_eq_zero.1 hd, norm_mul] at h1
    have hpos : ‖amplitude ω (q 0)‖ ^ 2 ≠ 0 := by linarith
    have hw2 : ‖w‖ ^ 2 = 1 := mul_right_cancel₀ hpos (by linear_combination 2 * h1)
    have hw1 : ‖w‖ = 1 := by nlinarith [norm_nonneg w]
    refine hu (eq_zero_of_root_on_circle (z := w) ?_ hw1)
    unfold charPoly
    rw [← hsum, ← hprod]
    ring
  by_contra! hC
  have hbound : ∀ n, ‖amplitude ω (q n)‖ ≤ 2 * C + 1 := by
    intro n
    have h := hC n
    rw [energy_eq] at h
    nlinarith [sq_nonneg (‖amplitude ω (q n)‖ - 1), sq_nonneg ‖amplitude ω (q n)‖]
  obtain ⟨n, hn⟩ := pow_unbounded_of_one_lt
    ((2 * C + 1) * (1 + ‖w‖) / ‖amplitude ω (q 1) - w * amplitude ω (q 0)‖) hz
  rw [div_lt_iff₀ (norm_pos_iff.2 hd), ← norm_pow, ← norm_mul, ← hgeo n] at hn
  have tri := norm_sub_le (amplitude ω (q (n + 1))) (w * amplitude ω (q n))
  rw [norm_mul] at tri
  have hwn := mul_le_mul_of_nonneg_left (hbound n) (norm_nonneg w)
  linarith [hbound (n + 1)]
```

A natural start meets these conditions. Release the bond from rest at $x_0\ne0$ and take the first step from the exact solution:

$$x_1=x_0\cos\omega h,\qquad v_1=-\omega x_0\sin\omega h .$$

Then $E_1=\tfrac12\omega^2x_0^2(\sin^2\omega h+\cos^2\omega h)=E_0>0$, and the previous theorem applies. In Lean, `x₀` is the initial displacement, while `q 0` and `q 1` are the full starting states.

```lean
/-- An oscillator released from rest at `x₀ ≠ 0`, with the exact solution as first step, exceeds
every energy bound under the Adams-Bashforth method at every nonzero step and frequency. -/
theorem energy_unbounded_of_exact_start {h ω x₀ : ℝ} (hh : h ≠ 0) (hω : ω ≠ 0) (hx : x₀ ≠ 0)
    {q : ℕ → ℝ × ℝ} (hq : IsAB2 h (oscillator ω) q) (h0 : q 0 = (x₀, 0))
    (h1 : q 1 = (x₀ * Real.cos (ω * h), -ω * x₀ * Real.sin (ω * h))) (C : ℝ) :
    ∃ n, C < energy ω (q n) := by
  refine energy_unbounded hh hω hq ?_ ?_ C
  · rw [h0]
    simp only [energy]
    positivity
  · rw [h0, h1]
    simp only [energy]
    linear_combination (ω ^ 2 * x₀ ^ 2 / 2) * Real.sin_sq_add_cos_sq (ω * h)

end

end AdamsBashforthOscillator
```

```lean
#print axioms AdamsBashforthOscillator.exists_unstable_root
#print axioms AdamsBashforthOscillator.energy_unbounded_of_exact_start
```

```
'AdamsBashforthOscillator.exists_unstable_root' depends on axioms: [propext, Classical.choice, Quot.sound]
'AdamsBashforthOscillator.energy_unbounded_of_exact_start' depends on axioms: [propext, Classical.choice, Quot.sound]
```

## The growth in a simulation of a bond

A program using this method keeps the velocity and force from the previous step. At each new step it combines them with the current ones in the weights $-\tfrac12$ and $\tfrac32$, and then overwrites the stored values. Because nothing is stored at the start, the first step has to come from another procedure.

The instability can be slow to show. Expanding the growing root for small $h\omega$, an estimate made separately from the formal proofs, gives $|z|\approx1+\tfrac14(h\omega)^4$. The energy then grows by a factor of about $1+\tfrac12(h\omega)^4$ per step.

Take a bond with a period of 10 fs and $h\omega=0.1$, which means a step of about 0.16 fs. The energy increases by a factor $e$ in roughly 20 000 steps, or 3.2 ps. A run of a few periods would look sound. Halving the step makes this time about eight times longer, but leaves the growth in place.

For molecular dynamics, the result rules out a stable step size for this method on a single undamped harmonic mode. Passing from that mode to a molecule with coupled, anharmonic forces is a further step, for which the theorems give no bound.
